# The integrated quantum metric of a linear two-level avoided crossing diverges as the inverse of the coupling when the coupling tends to zero

Near an avoided crossing with slope `v` and coupling `δ`, the metric at parameter `k` is taken to be v²δ²/(4(v²k² + δ²)²); the file starts from this formula and does not derive it from a Hamiltonian or its eigenstates. The theorem `integral_scaling` says that, for fixed `v > 0` and a fixed finite window [−K, K] with `K > 0`, `δ` times the integral of the metric over `k` tends to πv/8 as `δ` tends to zero from above. The integral itself therefore grows like πv/(8δ). The proof multiplies the closed form of the integral by `δ`, which leaves (v/4) arctan(vK/δ) and a second term that vanishes in the limit. The arctangent tends to π/2 because its argument tends to infinity, and this is the step, named `A`, where the attempt fails.

This version doesn't compile in Lean 4 with Mathlib:

```lean
import Mathlib

open Filter Topology Matrix

namespace IntegralScaling

noncomputable section

/-- The closed formula for the avoided-crossing metric, for `v * k` and `δ` not both zero. -/
def gapMetric (v δ k : ℝ) : ℝ := v ^ 2 * δ ^ 2 / (4 * (v ^ 2 * k ^ 2 + δ ^ 2) ^ 2)

/-- For `δ ≠ 0`, the squared energy in units of the coupling is `1 + (vk/δ)²`. -/
lemma one_add_ratio_sq (v k : ℝ) {δ : ℝ} (hδ : δ ≠ 0) :
    1 + (v * k / δ) ^ 2 = (v ^ 2 * k ^ 2 + δ ^ 2) / δ ^ 2 := by
  rw [div_pow, mul_pow, add_div, div_self (pow_ne_zero 2 hδ)]
  ring

/-- For `δ > 0`, the angle `arctan (vk/δ)` changes with `k` at the rate `vδ/(v²k² + δ²)`. -/
lemma hasDerivAt_angle (v k : ℝ) {δ : ℝ} (hδ : 0 < δ) :
    HasDerivAt (fun x => Real.arctan (v * x / δ)) (v * δ / (v ^ 2 * k ^ 2 + δ ^ 2)) k := by
  have h1 : HasDerivAt (fun x : ℝ => v * x / δ) (v * 1 / δ) k :=
    ((hasDerivAt_id k).const_mul v).div_const δ
  refine h1.arctan.congr_deriv ?_
  have hD : v ^ 2 * k ^ 2 + δ ^ 2 ≠ 0 := by positivity
  rw [one_add_ratio_sq v k hδ.ne']
  field_simp

/-- The integral of the metric over the window `[-K, K]` in closed form, for `δ > 0`. -/
theorem integral_gapMetric (v K : ℝ) {δ : ℝ} (hδ : 0 < δ) :
    ∫ k in (-K)..K, gapMetric v δ k =
      v / (4 * δ) * Real.arctan (v * K / δ) + v ^ 2 / 4 * (K / (v ^ 2 * K ^ 2 + δ ^ 2)) := by
  have hF : ∀ k : ℝ, HasDerivAt (fun x => v / (8 * δ) * Real.arctan (v * x / δ) +
      v ^ 2 / 8 * (x / (v ^ 2 * x ^ 2 + δ ^ 2))) (gapMetric v δ k) k := by
    intro k
    have hD : v ^ 2 * k ^ 2 + δ ^ 2 ≠ 0 := by positivity
    have hden : HasDerivAt (fun x : ℝ => v ^ 2 * x ^ 2 + δ ^ 2) (v ^ 2 * (2 * k)) k :=
      (((hasDerivAt_pow 2 k).const_mul (v ^ 2)).add_const (δ ^ 2)).congr_deriv (by norm_num)
    refine (((hasDerivAt_angle v k hδ).const_mul (v / (8 * δ))).fun_add
      (((hasDerivAt_id' k).fun_div hden hD).const_mul (v ^ 2 / 8))).congr_deriv ?_
    unfold gapMetric
    field_simp
    ring
  have hcont : Continuous (gapMetric v δ) := by
    unfold gapMetric
    exact Continuous.div (by fun_prop) (by fun_prop) (fun k => by positivity)
  refine (intervalIntegral.integral_eq_sub_of_hasDerivAt (fun k _ => hF k)
    (hcont.intervalIntegrable _ _)).trans ?_
  have e : v * -K / δ = -(v * K / δ) := by ring
  simp only [e, Real.arctan_neg, neg_sq]
  ring

/-- For `v, K > 0`, `δ` times the integrated metric tends to `πv/8` as `δ → 0+`. -/
theorem integral_scaling {v K : ℝ} (hv : 0 < v) (hK : 0 < K) :
    Tendsto (fun δ => δ * ∫ k in (-K)..K, gapMetric v δ k) (𝓝[>] 0)
      (𝓝 (Real.pi * v / 8)) := by
  have A : Tendsto (fun δ : ℝ => Real.arctan (v * K / δ)) (𝓝[>] 0) (𝓝 (Real.pi / 2)) := by
    refine (Real.tendsto_arctan_atTop.mono_right nhdsWithin_le_nhds).comp ?_
    simp only [div_eq_mul_inv]
    exact tendsto_inv_nhdsGT_zero.const_mul_atTop (mul_pos hv hK)
  have hne : v ^ 2 * K ^ 2 + (0 : ℝ) ^ 2 ≠ 0 := by positivity
  have hq : ContinuousAt (fun δ : ℝ => K / (v ^ 2 * K ^ 2 + δ ^ 2)) 0 :=
    ContinuousAt.div (by fun_prop) (by fun_prop) hne
  have B : Tendsto (fun δ : ℝ => δ * (v ^ 2 / 4 * (K / (v ^ 2 * K ^ 2 + δ ^ 2)))) (𝓝 0)
      (𝓝 (0 * (v ^ 2 / 4 * (K / (v ^ 2 * K ^ 2 + 0 ^ 2))))) :=
    tendsto_id.mul (tendsto_const_nhds.mul hq.tendsto)
  rw [zero_mul] at B
  have h := (A.const_mul (v / 4)).add (B.mono_left nhdsWithin_le_nhds)
  rw [show v / 4 * (Real.pi / 2) + 0 = Real.pi * v / 8 by ring] at h
  refine h.congr' ?_
  filter_upwards [self_mem_nhdsWithin] with δ hδ
  have hδ' : 0 < δ := hδ
  have e : δ * (v / (4 * δ)) = v / 4 := by field_simp
  rw [integral_gapMetric v K hδ']
  linear_combination (-Real.arctan (v * K / δ)) * e

end

end IntegralScaling
```

The error:

```
Main.lean:58:4: error: `simp` made no progress
```

This version goes through:

```diff
@@ -55,7 +55,8 @@
       (𝓝 (Real.pi * v / 8)) := by
   have A : Tendsto (fun δ : ℝ => Real.arctan (v * K / δ)) (𝓝[>] 0) (𝓝 (Real.pi / 2)) := by
-    refine (Real.tendsto_arctan_atTop.mono_right nhdsWithin_le_nhds).comp ?_
-    simp only [div_eq_mul_inv]
-    exact tendsto_inv_nhdsGT_zero.const_mul_atTop (mul_pos hv hK)
+    have hx : Tendsto (fun δ : ℝ => v * K / δ) (𝓝[>] 0) atTop := by
+      simp only [div_eq_mul_inv]
+      exact tendsto_inv_nhdsGT_zero.const_mul_atTop (mul_pos hv hK)
+    exact (Real.tendsto_arctan_atTop.mono_right nhdsWithin_le_nhds).comp hx
   have hne : v ^ 2 * K ^ 2 + (0 : ℝ) ^ 2 ≠ 0 := by positivity
   have hq : ContinuousAt (fun δ : ℝ => K / (v ^ 2 * K ^ 2 + δ ^ 2)) 0 :=
```

What went wrong. The error is at `simp only [div_eq_mul_inv]` in the proof of `A`: `simp` found nothing it could rewrite with that lemma. The preceding `refine` applies `.comp ?_`, which leaves Lean to work out the inner function by matching a composition with `Real.arctan` against the stated function. The goal this produced did not show the quotient `v * K / δ` in a form that `div_eq_mul_inv` could match. The message does not print that goal, so its exact form can't be read off here.

The repair first states the inner limit as `hx`, with the function written out as `fun δ : ℝ => v * K / δ`. The division is now explicit, and the same `simp only` turns it into multiplication by an inverse, after which the same `exact` line proves the limit. The composition comes last, as `.comp hx`: the inner function is now supplied by `hx`, and Lean only has to check that the composite agrees with the function in `A`. The mathematical argument is unchanged.
